# At nonreal energy, independent random on-site signs of strength $W$ give the self-energy $W^2\,\mathrm{diag}(G_{ii})$ to leading order

## With one site I cannot tell $G$ from its diagonal

Take one site of energy $h$, shift it by $+W$ or $-W$ with equal probability, and let $g=1/(z-h)$ at nonreal $z$. The averaged resolvent is
$$\frac12\left(\frac1{z-h-W}+\frac1{z-h+W}\right)=\frac{g}{1-W^2g^2}.$$
Its inverse is $1/g-W^2g$, so the self-energy is exactly $W^2g$. For $N$ coupled sites with independent signs, I would have guessed $W^2G$, with the full matrix $G=(z-H)^{-1}$. Yet the Born self-energy is said to be $W^2\,\mathrm{diag}(G_{ii})$. Where do the off-diagonal elements go, when the electron can certainly hop between two scatterings?

## At second order, independent signs keep only returns to the same site

Their second-order contributions to the self-energy average to zero, because scattering once on site $i$ and once on site $j\neq i$ carries the factor $s_is_j$, which is as often $+1$ as $-1$. The electron still hops, but only those paths survive at second order that scatter twice on the same site.

Let $H$ be Hermitian, $z$ nonreal, $W$ real, $S=\mathrm{diag}(s_i)$ with $s_i=\pm1$, and $G_s=(z-H-WS)^{-1}$. Angle brackets denote the uniform average over all $2^N$ patterns.

**The resolvents exist.** If $K$ is Hermitian and $Kv=zv$, then $v^\dagger Kv$ equals both $z\,v^\dagger v$ and $\bar z\,v^\dagger v$. Since $z\ne\bar z$, $v=0$. Hence $z-K$ is invertible, for $K=H$ and for $K=H+WS$.

**Second-order expansion.** The difference of $z-H$ and $z-H-WS$ is $WS$. Multiplying by $G$ on the left and $G_s$ on the right gives $G_s=G+W\,GSG_s$. Inserting this once into itself,
$$G_s=G+W\,GSG+W^2\,GSGSG_s .$$
This is exact, since the last factor is the full disordered resolvent.

**Averaging.** Flipping all signs gives $\langle S\rangle=0$, so the linear term vanishes; it also exchanges $W$ and $-W$, so $\langle G_s\rangle$ is even in $W$. For any matrix $A$, $\langle SAS\rangle_{ij}=A_{ij}\langle s_is_j\rangle$. If $i\neq j$, flipping $s_i$ alone reverses the sign of $s_is_j$, so the average is zero; if $i=j$, $s_i^2=1$. Thus $\langle SAS\rangle=\mathrm{diag}(A_{ii})$.

**The limit.** We now have $\langle G_s\rangle=G+W^2R(W)$ with $R(W)=\langle GSGSG_s\rangle$, a finite sum of continuous functions of $W$. With $D=\mathrm{diag}(G_{ii})$,
$$\frac{\langle G_s\rangle-G}{W^2}=R(W)\to R(0)=G\langle SGS\rangle G=GDG .$$

**The self-energy.** Since $\langle G_s\rangle\to G$ and $\det G\neq0$, the average is invertible for small $W$. There
$$\frac{\Sigma(W)}{W^2}=\frac{G^{-1}-\langle G_s\rangle^{-1}}{W^2}=G^{-1}\,\frac{\langle G_s\rangle-G}{W^2}\,\langle G_s\rangle^{-1}\to G^{-1}(GDG)G^{-1}=D .$$

### Two sites at $z=i$

Let $H=\begin{pmatrix}0&1\\1&0\end{pmatrix}$. Then
$$G=-\frac12\begin{pmatrix}i&1\\1&i\end{pmatrix},\qquad D=-\frac i2\,\mathbb 1,\qquad GDG=\begin{pmatrix}0&1/4\\1/4&0\end{pmatrix}.$$
Inverting the four matrices directly gives the off-diagonal element of the average,
$$\frac12\left(\frac{W^2-2}{W^4+4}-\frac1{W^2+2}\right)=-\frac12+\frac{W^2}4+O(W^4),$$
in agreement with $GDG$. This element alone does not decide between $D$ and $G$, since $GGG$ also has $1/4$ there. The diagonal does: each diagonal element of the average is
$$-\frac i2\left(\frac{W^2+2}{W^4+4}+\frac1{W^2+2}\right)=-\frac i2+O(W^4),$$
with no $W^2$ term, as $GDG$ requires, whereas $GGG$ has $-i/4$ on the diagonal.

Your guess $W^2G$ is what one gets by giving both sites the same random sign: then $s_is_j=1$ always, and $\langle SGS\rangle=G$. The one-site case cannot reveal this confusion between a common shift and independent shifts.

### The statement in Lean

The sites form a finite type `n`, and a pattern is a function `s : n → ℤˣ`; the units of the integers are exactly $\pm1$. `signPotential s` is $S$, `green K z` is $(z-K)^{-1}$, and `signAverage` is the explicit sum divided by $2^N$. `avgGreen H z W` is $\langle G_s\rangle$, `doubleScattering H z W` is $R(W)$, and `selfEnergy H z W` is $\Sigma(W)$, with the sign convention $\langle G_s\rangle^{-1}=G^{-1}-\Sigma$.

`avgGreen_even` states the evenness. `born_limit` and `selfEnergy_limit` assume `H.IsHermitian` and `z.im ≠ 0`, and state the two limits; the second also states that the averaged resolvent has nonzero determinant for all sufficiently small nonzero $W$. The filter `𝓝[≠] 0` means $W\to0$ through nonzero real values.

The limits are taken at fixed $H$ and $z$. They give no error rate and no uniformity as $N\to\infty$ or as $z$ approaches the real axis. For a finite, non-interacting tight-binding model with this two-valued disorder, they supply a weak-disorder value against which a disorder-averaging code can be compared.

```lean
import Mathlib

open Matrix Filter Topology
open scoped ComplexOrder

namespace BornSelfEnergy

noncomputable section

variable {n : Type*} [Fintype n] [DecidableEq n]

/-- The resolvent `(z - K)⁻¹` of a matrix `K`, for `z` outside the spectrum of `K`. -/
def green (K : Matrix n n ℂ) (z : ℂ) : Matrix n n ℂ := (z • (1 : Matrix n n ℂ) - K)⁻¹

/-- The on-site potential that equals the sign `s i = ±1` on site `i`. -/
def signPotential (s : n → ℤˣ) : Matrix n n ℂ := diagonal fun i => ((s i : ℤ) : ℂ)

/-- The uniform average of a matrix quantity over all sign patterns. -/
def signAverage (f : (n → ℤˣ) → Matrix n n ℂ) : Matrix n n ℂ :=
  ((2 : ℂ) ^ Fintype.card n)⁻¹ • ∑ s, f s

/-- The disorder-averaged resolvent at disorder strength `W`, for nonreal `z` and Hermitian `H`. -/
def avgGreen (H : Matrix n n ℂ) (z : ℂ) (W : ℝ) : Matrix n n ℂ :=
  signAverage fun s => green (H + (W : ℂ) • signPotential s) z

/-- The averaged double-scattering term, whose last propagator is the full disordered one,
for nonreal `z` and Hermitian `H`. -/
def doubleScattering (H : Matrix n n ℂ) (z : ℂ) (W : ℝ) : Matrix n n ℂ :=
  signAverage fun s => green H z * signPotential s * green H z * signPotential s *
    green (H + (W : ℂ) • signPotential s) z

/-- The self-energy `G⁻¹ - ⟨G_W⟩⁻¹` of Dyson's equation, for Hermitian `H`, nonreal `z` and
`W` at which the averaged resolvent is invertible. -/
def selfEnergy (H : Matrix n n ℂ) (z : ℂ) (W : ℝ) : Matrix n n ℂ :=
  (green H z)⁻¹ - (avgGreen H z W)⁻¹

/-- For Hermitian `K` and nonreal `z`, the matrix `z - K` has nonzero determinant. -/
theorem det_sub_ne_zero {K : Matrix n n ℂ} (hK : K.IsHermitian) {z : ℂ} (hz : z.im ≠ 0) :
    (z • (1 : Matrix n n ℂ) - K).det ≠ 0 := by
  intro h
  obtain ⟨v, hv, hKv⟩ := Matrix.exists_mulVec_eq_zero_iff.mpr h
  have e : K *ᵥ v = z • v := by
    rw [Matrix.sub_mulVec, Matrix.smul_mulVec, Matrix.one_mulVec] at hKv
    exact (sub_eq_zero.mp hKv).symm
  -- `v†Kv` equals both `z` and its conjugate times `v†v`, the squared norm of `v`
  have e1 : star v ⬝ᵥ (K *ᵥ v) = z * (star v ⬝ᵥ v) := by
    rw [e, dotProduct_smul, smul_eq_mul]
  have e2 : star v ⬝ᵥ (K *ᵥ v) = star z * (star v ⬝ᵥ v) := by
    have h3 : star v ᵥ* K = star (K *ᵥ v) := by rw [Matrix.star_mulVec, hK.eq]
    rw [Matrix.dotProduct_mulVec, h3, e, star_smul, smul_dotProduct, smul_eq_mul]
  have hz' : z - star z ≠ 0 := by
    intro h0
    apply hz
    have h4 := congrArg Complex.im h0
    simp only [Complex.sub_im, Complex.star_def, Complex.conj_im, Complex.zero_im] at h4
    linarith
  have h5 : (z - star z) * (star v ⬝ᵥ v) = 0 := by linear_combination e2 - e1
  exact hv (dotProduct_star_self_eq_zero.mp ((mul_eq_zero.mp h5).resolve_left hz'))

/-- Matrix inversion is continuous at a matrix of nonzero determinant. -/
theorem tendsto_inv {l : Filter ℝ} {f : ℝ → Matrix n n ℂ} {A : Matrix n n ℂ}
    (hf : Tendsto f l (𝓝 A)) (hA : A.det ≠ 0) : Tendsto (fun W => (f W)⁻¹) l (𝓝 A⁻¹) := by
  have hd : Tendsto (fun W => (f W).det) l (𝓝 A.det) :=
    ((continuous_id.matrix_det).tendsto A).comp hf
  have ha : Tendsto (fun W => (f W).adjugate) l (𝓝 A.adjugate) :=
    ((continuous_id.matrix_adjugate).tendsto A).comp hf
  simp only [Matrix.inv_def, Ring.inverse_eq_inv']
  exact (hd.inv₀ hA).smul ha

omit [Fintype n] in
/-- Flipping every sign reverses the potential. -/
theorem signPotential_neg (s : n → ℤˣ) : signPotential (-s) = -signPotential s := by
  ext i j
  by_cases h : i = j
  · subst h
    simp [signPotential]
  · simp [signPotential, h]

omit [Fintype n] in
/-- A Hermitian Hamiltonian stays Hermitian when sign disorder of real strength is added. -/
theorem isHermitian_disordered {H : Matrix n n ℂ} (hH : H.IsHermitian) (W : ℝ) (s : n → ℤˣ) :
    (H + (W : ℂ) • signPotential s).IsHermitian := by
  have h1 : (signPotential s)ᴴ = signPotential s := by
    rw [signPotential, diagonal_conjTranspose]
    congr 1
    funext i
    simp
  refine hH.add ?_
  show ((W : ℂ) • signPotential s)ᴴ = _
  rw [conjTranspose_smul, h1, Complex.star_def, Complex.conj_ofReal]

/-- Signs on different sites are uncorrelated: averaging `S A S` over the sign potentials `S`
keeps exactly the diagonal of `A`. -/
theorem signAverage_sandwich (A : Matrix n n ℂ) :
    signAverage (fun s => signPotential s * A * signPotential s) = diagonal fun i => A i i := by
  ext i j
  simp only [signAverage, signPotential, Matrix.smul_apply, Matrix.sum_apply,
    Matrix.mul_diagonal, Matrix.diagonal_mul, smul_eq_mul]
  by_cases h : i = j
  · subst h
    have h1 : ∀ s : n → ℤˣ, ((s i : ℤ) : ℂ) * A i i * ((s i : ℤ) : ℂ) = A i i := fun s => by
      rcases Int.units_eq_one_or (s i) with h | h <;> simp [h]
    have hc : Fintype.card (n → ℤˣ) = 2 ^ Fintype.card n := by simp
    rw [Finset.sum_congr rfl fun s _ => h1 s, Finset.sum_const, Finset.card_univ, hc,
      diagonal_apply_eq, nsmul_eq_mul, Nat.cast_pow, Nat.cast_ofNat, ← mul_assoc,
      inv_mul_cancel₀ (pow_ne_zero _ two_ne_zero), one_mul]
  · -- flip the sign on site `i` only
    have e := Equiv.sum_comp (Equiv.mulLeft (Function.update (1 : n → ℤˣ) i (-1)))
      (fun s : n → ℤˣ => ((s i : ℤ) : ℂ) * A i j * ((s j : ℤ) : ℂ))
    simp only [Equiv.coe_mulLeft, Pi.mul_apply, Function.update_self,
      Function.update_of_ne (Ne.symm h), Pi.one_apply, one_mul, neg_mul, Units.val_neg,
      Int.cast_neg, Finset.sum_neg_distrib] at e
    rw [diagonal_apply_ne _ h]
    linear_combination (-1 / 2 * ((2 : ℂ) ^ Fintype.card n)⁻¹) * e

/-- The averaged resolvent is an even function of the disorder strength. -/
theorem avgGreen_even (H : Matrix n n ℂ) (z : ℂ) (W : ℝ) :
    avgGreen H z (-W) = avgGreen H z W := by
  unfold avgGreen signAverage
  congr 1
  refine Fintype.sum_equiv (Equiv.neg _) _ _ fun s => ?_
  rw [Equiv.neg_apply, signPotential_neg, smul_neg, Complex.ofReal_neg, neg_smul]

/-- For Hermitian `H` and nonreal `z`, the averaged resolvent is exactly the clean one plus
`W²` times the averaged double-scattering term. -/
theorem avgGreen_expansion {H : Matrix n n ℂ} (hH : H.IsHermitian) {z : ℂ} (hz : z.im ≠ 0)
    (W : ℝ) : avgGreen H z W = green H z + (W : ℂ) ^ 2 • doubleScattering H z W := by
  have hG : green H z * (z • (1 : Matrix n n ℂ) - H) = 1 :=
    Matrix.nonsing_inv_mul _ (det_sub_ne_zero hH hz).isUnit
  -- resolvent identity, inserted once into itself
  have hterm : ∀ s : n → ℤˣ, green (H + (W : ℂ) • signPotential s) z =
      green H z + (W : ℂ) • (green H z * signPotential s * green H z) +
      (W : ℂ) ^ 2 • (green H z * signPotential s * green H z * signPotential s *
        green (H + (W : ℂ) • signPotential s) z) := by
    intro s
    have hB : (z • (1 : Matrix n n ℂ) - (H + (W : ℂ) • signPotential s)) *
        green (H + (W : ℂ) • signPotential s) z = 1 :=
      Matrix.mul_nonsing_inv _ (det_sub_ne_zero (isHermitian_disordered hH W s) hz).isUnit
    have hV : (z • (1 : Matrix n n ℂ) - H) -
        (z • (1 : Matrix n n ℂ) - (H + (W : ℂ) • signPotential s)) =
        (W : ℂ) • signPotential s := by abel
    generalize green (H + (W : ℂ) • signPotential s) z = G' at hB ⊢
    have h1 : green H z * ((W : ℂ) • signPotential s) * G' = G' - green H z := by
      rw [← hV, mul_sub, sub_mul, hG, one_mul, mul_assoc, hB, mul_one]
    rw [mul_smul_comm, smul_mul_assoc] at h1
    have h2 : (W : ℂ) • (green H z * signPotential s *
        ((W : ℂ) • (green H z * signPotential s * G'))) =
        (W : ℂ) • (green H z * signPotential s * (G' - green H z)) := by rw [h1]
    rw [mul_smul_comm, smul_smul, ← pow_two, mul_sub, smul_sub, h1] at h2
    simp only [← mul_assoc] at h2
    rw [h2]
    abel
  -- the first-order term averages to zero
  have hS : ∑ s : n → ℤˣ, signPotential s = 0 := by
    have e := Equiv.sum_comp (Equiv.neg (n → ℤˣ)) (signPotential (n := n))
    simp only [Equiv.neg_apply, signPotential_neg, Finset.sum_neg_distrib] at e
    linear_combination (norm := module) (-1 / 2 : ℂ) • e
  have hzero : ∑ s : n → ℤˣ, green H z * signPotential s * green H z = 0 := by
    rw [← Finset.sum_mul, ← Finset.mul_sum, hS, mul_zero, zero_mul]
  have hconst : ((2 : ℂ) ^ Fintype.card n)⁻¹ • ∑ _s : n → ℤˣ, green H z = green H z := by
    have hc : Fintype.card (n → ℤˣ) = 2 ^ Fintype.card n := by simp
    rw [Finset.sum_const, Finset.card_univ, hc, ← Nat.cast_smul_eq_nsmul ℂ, smul_smul,
      Nat.cast_pow, Nat.cast_ofNat, inv_mul_cancel₀ (pow_ne_zero _ two_ne_zero), one_smul]
  unfold avgGreen doubleScattering signAverage
  rw [Finset.sum_congr rfl fun s _ => hterm s, Finset.sum_add_distrib, Finset.sum_add_distrib,
    ← Finset.smul_sum, ← Finset.smul_sum, hzero, smul_zero, add_zero, smul_add, hconst,
    smul_comm]

/-- Born approximation: for Hermitian `H` and nonreal `z`, the disorder correction to the
averaged resolvent, divided by `W²`, tends to `G diag(G_ii) G` as `W → 0`. -/
theorem born_limit {H : Matrix n n ℂ} (hH : H.IsHermitian) {z : ℂ} (hz : z.im ≠ 0) :
    Tendsto (fun W : ℝ => ((W : ℂ) ^ 2)⁻¹ • (avgGreen H z W - green H z)) (𝓝[≠] 0)
      (𝓝 (green H z * diagonal (fun i => green H z i i) * green H z)) := by
  have hF : Continuous (doubleScattering H z) := by
    have hs : ∀ s : n → ℤˣ, Continuous fun W : ℝ =>
        green (H + (W : ℂ) • signPotential s) z := by
      intro s
      have hc : Continuous fun W : ℝ =>
          z • (1 : Matrix n n ℂ) - (H + (W : ℂ) • signPotential s) :=
        continuous_const.sub
          (continuous_const.add (Complex.continuous_ofReal.smul continuous_const))
      exact continuous_iff_continuousAt.mpr fun W =>
        tendsto_inv (hc.tendsto W) (det_sub_ne_zero (isHermitian_disordered hH W s) hz)
    have ht : ∀ s : n → ℤˣ, Continuous fun W : ℝ =>
        green H z * signPotential s * green H z * signPotential s *
          green (H + (W : ℂ) • signPotential s) z := by
      intro s
      have hk : Continuous fun _ : ℝ =>
          green H z * signPotential s * green H z * signPotential s := continuous_const
      exact hk.matrix_mul (hs s)
    have hsum : Continuous fun W : ℝ => ∑ s : n → ℤˣ,
        green H z * signPotential s * green H z * signPotential s *
          green (H + (W : ℂ) • signPotential s) z :=
      continuous_finsetSum _ fun s _ => ht s
    exact hsum.const_smul (((2 : ℂ) ^ Fintype.card n)⁻¹)
  -- at zero disorder the double-scattering term is the Born term
  have hF0 : doubleScattering H z 0 =
      green H z * diagonal (fun i => green H z i i) * green H z := by
    rw [← signAverage_sandwich (green H z)]
    unfold doubleScattering signAverage
    rw [mul_smul_comm, smul_mul_assoc, Finset.mul_sum, Finset.sum_mul]
    simp only [Complex.ofReal_zero, zero_smul, add_zero, mul_assoc]
  rw [← hF0]
  refine ((hF.tendsto 0).mono_left nhdsWithin_le_nhds).congr' ?_
  filter_upwards [self_mem_nhdsWithin] with W hW
  have hW' : (W : ℂ) ^ 2 ≠ 0 := pow_ne_zero _ (Complex.ofReal_ne_zero.mpr hW)
  rw [avgGreen_expansion hH hz, add_sub_cancel_left, smul_smul, inv_mul_cancel₀ hW', one_smul]

/-- For Hermitian `H` and nonreal `z`, the averaged resolvent is invertible at small nonzero
`W`, and the self-energy divided by `W²` tends to the diagonal matrix of the `G_ii`. -/
theorem selfEnergy_limit {H : Matrix n n ℂ} (hH : H.IsHermitian) {z : ℂ} (hz : z.im ≠ 0) :
    (∀ᶠ W : ℝ in 𝓝[≠] 0, (avgGreen H z W).det ≠ 0) ∧
    Tendsto (fun W : ℝ => ((W : ℂ) ^ 2)⁻¹ • selfEnergy H z W) (𝓝[≠] 0)
      (𝓝 (diagonal fun i => green H z i i)) := by
  have hu : IsUnit (green H z).det :=
    Matrix.isUnit_nonsing_inv_det _ (det_sub_ne_zero hH hz).isUnit
  have hb := born_limit hH hz
  -- the averaged resolvent tends to the clean one
  have hA : Tendsto (avgGreen H z) (𝓝[≠] 0) (𝓝 (green H z)) := by
    have hw : Tendsto (fun W : ℝ => (W : ℂ) ^ 2) (𝓝[≠] 0) (𝓝 0) := by
      have hc : Continuous fun W : ℝ => (W : ℂ) ^ 2 := Complex.continuous_ofReal.pow 2
      have h := (hc.tendsto 0).mono_left (nhdsWithin_le_nhds (s := {0}ᶜ))
      simpa using h
    have h := (hw.smul hb).add_const (green H z)
    rw [zero_smul, zero_add] at h
    refine h.congr' ?_
    filter_upwards [self_mem_nhdsWithin] with W hW
    have hW' : (W : ℂ) ^ 2 ≠ 0 := pow_ne_zero _ (Complex.ofReal_ne_zero.mpr hW)
    rw [smul_smul, mul_inv_cancel₀ hW', one_smul, sub_add_cancel]
  have hdet : ∀ᶠ W : ℝ in 𝓝[≠] 0, (avgGreen H z W).det ≠ 0 :=
    (((continuous_id.matrix_det).tendsto (green H z)).comp hA) (isOpen_ne.mem_nhds hu.ne_zero)
  refine ⟨hdet, ?_⟩
  have h := (tendsto_const_nhds (x := (green H z)⁻¹)).mul hb |>.mul (tendsto_inv hA hu.ne_zero)
  have hlim : (green H z)⁻¹ * (green H z * diagonal (fun i => green H z i i) * green H z) *
      (green H z)⁻¹ = diagonal fun i => green H z i i := by
    rw [mul_assoc, mul_assoc _ (green H z), Matrix.mul_nonsing_inv _ hu, mul_one, ← mul_assoc,
      Matrix.nonsing_inv_mul _ hu, one_mul]
  rw [hlim] at h
  refine h.congr' ?_
  -- difference of inverses
  filter_upwards [hdet] with W hW
  rw [mul_smul_comm, smul_mul_assoc, selfEnergy, mul_sub, sub_mul, mul_assoc,
    Matrix.mul_nonsing_inv _ hW.isUnit, mul_one, Matrix.nonsing_inv_mul _ hu, one_mul]

end

end BornSelfEnergy
```

```lean
#print axioms BornSelfEnergy.avgGreen_even
#print axioms BornSelfEnergy.selfEnergy_limit
```

```
'BornSelfEnergy.avgGreen_even' depends on axioms: [propext, Classical.choice, Quot.sound]
'BornSelfEnergy.selfEnergy_limit' depends on axioms: [propext, Classical.choice, Quot.sound]
```

### From the sign flips to the limits

`det_sub_ne_zero` is the eigenvector argument, with `e1` and `e2` as the two values of $v^\dagger Kv$. `isHermitian_disordered` makes it available for every sign pattern.

In `signAverage_sandwich`, `Equiv.sum_comp` reindexes the sum by multiplying the pattern by one that is $-1$ only at `i`. The sum then equals its own negative, and `linear_combination` concludes that it vanishes. `avgGreen_even` reindexes by the flip of all signs, using `signPotential_neg`.

In `avgGreen_expansion`, `hterm` is the twice-used resolvent identity, `hS` is $\langle S\rangle=0$ before normalisation, and `hzero` removes the linear term.

`tendsto_inv` obtains continuity of the inverse from the determinant and the adjugate. In `born_limit` it gives `hF`, the continuity of $R$, while `hF0` evaluates $R(0)$ by the sandwich lemma. The closing lines replace $R(W)$ by the difference quotient, which equals it for $W\neq0$.

In `selfEnergy_limit`, `hA` is $\langle G_s\rangle\to G$ and `hdet` the resulting invertibility. `hlim` cancels the outer factors of $G$, and the last rewrite is the formula for a difference of inverses.
